# Positivity of the Hankel matrix of moments and independence of Krylov vectors

## Definitions and conventions

The scalars $\mathbb{K}$ are the real or the complex numbers, both covered by `RCLike 𝕜`. The type `n` is a finite set of basis labels, such as sites or orbitals, $A$ is an $n \times n$ matrix and $v$ a vector of components. The inner product $\langle x, y\rangle = \sum_a \overline{x_a}\, y_a$ is antilinear in the first slot and is written `star x ⬝ᵥ y`. With `ComplexOrder` open, $0 \le z$ for a complex $z$ means that $z$ is real and nonnegative.

```lean
import Mathlib

open Matrix
open scoped ComplexOrder

namespace KrylovMoments

noncomputable section

variable {𝕜 : Type*} [RCLike 𝕜] {n : Type*} [Fintype n] [DecidableEq n]
```

The $k$-th moment is $\mu_k = \langle v, A^k v\rangle$. The vector $v$ is not normalised, so $\mu_0 = \|v\|^2$, and $v = 0$ is allowed.

```lean
/-- The `k`-th moment `⟨v, A^k v⟩` of the matrix `A` in the vector `v`. -/
def moment (A : Matrix n n 𝕜) (v : n → 𝕜) (k : ℕ) : 𝕜 :=
  star v ⬝ᵥ ((A ^ k) *ᵥ v)
```

The Krylov vectors are $A^k v$, and the Krylov matrix $K$ has $v, Av, \dots, A^{m-1}v$ as its columns, $K_{aj} = (A^j v)_a$. The index type `Fin m` runs from $0$ to $m-1$.

```lean
/-- The `k`-th Krylov vector `A^k v`. -/
def krylovVec (A : Matrix n n 𝕜) (v : n → 𝕜) (k : ℕ) : n → 𝕜 :=
  (A ^ k) *ᵥ v

/-- The Krylov matrix whose `m` columns are `v, A v, ..., A^(m-1) v`. -/
def krylovMatrix (A : Matrix n n 𝕜) (v : n → 𝕜) (m : ℕ) : Matrix n (Fin m) 𝕜 :=
  Matrix.of fun a j => krylovVec A v (j : ℕ) a
```

The Hankel matrix $H_{ij} = \mu_{i+j}$ and the shifted Hankel matrix $H'_{ij} = \mu_{i+j+1}$ are $m \times m$. The letter $H$ always denotes the Hankel matrix, and the Hamiltonian is $A$.

```lean
/-- The `m × m` Hankel matrix of moments, with entries `⟨v, A^(i+j) v⟩`. -/
def hankelMatrix (A : Matrix n n 𝕜) (v : n → 𝕜) (m : ℕ) : Matrix (Fin m) (Fin m) 𝕜 :=
  Matrix.of fun i j => moment A v ((i : ℕ) + (j : ℕ))

/-- The shifted `m × m` Hankel matrix, with entries `⟨v, A^(i+j+1) v⟩`. -/
def shiftedHankelMatrix (A : Matrix n n 𝕜) (v : n → 𝕜) (m : ℕ) : Matrix (Fin m) (Fin m) 𝕜 :=
  Matrix.of fun i j => moment A v ((i : ℕ) + (j : ℕ) + 1)
```

None of these definitions asks anything of $A$. `PosSemidef` says that a matrix $M$ is Hermitian with $c^\dagger M c \ge 0$ for all $c$, and `PosDef` says that it is Hermitian with $c^\dagger M c > 0$ for all $c \ne 0$.

For a Hamiltonian in a finite orthonormal basis and in exact arithmetic, with $v$ a single orbital, the $\mu_k$ are the moments of the local density of states, and $H$ and $H'$ are the overlap and Hamiltonian matrices in the unorthogonalised Krylov vectors whose span Lanczos and recursion methods work in. The theorems do not treat the three-term recursion, rounding errors, the conditioning of $H$, infinite-dimensional operators, or the converse question whether a given sequence with positive Hankel matrices comes from some pair $A, v$.

## The hypothesis that $A$ is Hermitian

The hypothesis `hA : A.IsHermitian` says $A^\dagger = A$, the property of an observable written in an orthonormal basis. It is assumed, not derived.

By hand it enters in one step. From $A^\dagger = A$ follows $(A^i)^\dagger = (A^\dagger)^i = A^i$, and then
$$\langle A^i v, A^j v\rangle = v^\dagger (A^i)^\dagger A^j v = v^\dagger A^i A^j v = v^\dagger A^{i+j} v = \mu_{i+j}.$$
The lemma `krylov_inner` states this. Its step `h` obtains $(A^i)^\dagger = A^i$ from `Matrix.conjTranspose_pow` and `hA.eq`. The last rewrite follows the display from left to right: `Matrix.star_mulVec` turns $(A^i v)^\dagger$ into $v^\dagger (A^i)^\dagger$, the next two rewrites move that matrix next to $A^j$, `h` removes the dagger and `pow_add` joins the powers. The later theorems that assume `A.IsHermitian` only hand this hypothesis on to earlier lemmas.

```lean
/-- For Hermitian `A` the overlap of the Krylov vectors `A^i v` and `A^j v` is the moment
of order `i + j`. -/
theorem krylov_inner {A : Matrix n n 𝕜} (hA : A.IsHermitian) (v : n → 𝕜) (i j : ℕ) :
    star (krylovVec A v i) ⬝ᵥ krylovVec A v j = moment A v (i + j) := by
  have h : (A ^ i)ᴴ = A ^ i := by
    rw [Matrix.conjTranspose_pow, hA.eq]
  unfold krylovVec moment
  -- move `A^i` from the bra to the ket
  rw [Matrix.star_mulVec, ← Matrix.dotProduct_mulVec, Matrix.mulVec_mulVec, h, ← pow_add]
```

Written in components, the overlap is an entry of a matrix product:
$$(K^\dagger K)_{ij} = \sum_a \overline{K_{ai}}\, K_{aj} = \sum_a \overline{(A^i v)_a}\,(A^j v)_a = \mu_{i+j} = H_{ij}.$$
So $H = K^\dagger K$ is the Gram matrix of the Krylov vectors. The proof of `hankel_eq_gram` goes entry by entry: it unfolds $H_{ij}$ to the moment $\mu_{i+j}$, expands both $(K^\dagger K)_{ij}$ and the overlap in `krylov_inner` into this sum over $a$, and closes the goal with that lemma.

```lean
/-- For Hermitian `A` the Hankel matrix of moments is the Gram matrix `K† K` of the
Krylov matrix `K`. -/
theorem hankel_eq_gram {A : Matrix n n 𝕜} (hA : A.IsHermitian) (v : n → 𝕜) (m : ℕ) :
    hankelMatrix A v m = (krylovMatrix A v m)ᴴ * krylovMatrix A v m := by
  ext i j
  have h := krylov_inner hA v (i : ℕ) (j : ℕ)
  simp only [dotProduct, Pi.star_apply] at h
  simp only [hankelMatrix, krylovMatrix, Matrix.of_apply, Matrix.mul_apply,
    Matrix.conjTranspose_apply]
  exact h.symm
```

One step needs no Hermiticity. For any coefficient vector $c$,
$$(Kc)_a = \sum_j (A^j v)_a\, c_j, \qquad\text{that is}\qquad Kc = \sum_j c_j A^j v,$$
and `krylovMatrix_mulVec` accordingly carries no `hA`.

```lean
/-- The Krylov matrix applied to a coefficient vector `c` gives the combination
`∑ c_j A^j v`. -/
theorem krylovMatrix_mulVec (A : Matrix n n 𝕜) (v : n → 𝕜) (m : ℕ) (c : Fin m → 𝕜) :
    krylovMatrix A v m *ᵥ c = ∑ j : Fin m, c j • krylovVec A v (j : ℕ) := by
  ext a
  simp only [krylovMatrix, Matrix.mulVec, dotProduct, Matrix.of_apply, Finset.sum_apply,
    Pi.smul_apply, smul_eq_mul]
  exact Finset.sum_congr rfl fun j _ => mul_comm _ _
```

Together the two give the quadratic form of $H$:
$$c^\dagger H c = c^\dagger K^\dagger K c = (Kc)^\dagger (Kc) = \Big\|\sum_j c_j A^j v\Big\|^2 .$$
In `hankel_quadratic_form` the squared norm appears as the inner product of the combination with itself. The proof replaces $H$ by $K^\dagger K$, folds the sum back into $Kc$ and regroups the products.

```lean
/-- For Hermitian `A` the quadratic form `c† H c` of the Hankel matrix is the overlap of
the vector `∑ c_j A^j v` with itself. -/
theorem hankel_quadratic_form {A : Matrix n n 𝕜} (hA : A.IsHermitian) (v : n → 𝕜) (m : ℕ)
    (c : Fin m → 𝕜) :
    star c ⬝ᵥ (hankelMatrix A v m *ᵥ c) =
      star (∑ j : Fin m, c j • krylovVec A v (j : ℕ)) ⬝ᵥ
        (∑ j : Fin m, c j • krylovVec A v (j : ℕ)) := by
  rw [hankel_eq_gram hA, ← krylovMatrix_mulVec A v m c, ← Matrix.mulVec_mulVec,
    Matrix.dotProduct_mulVec (star c), Matrix.star_mulVec]
```

A squared norm is nonnegative and $(K^\dagger K)^\dagger = K^\dagger K$, so $H$ is positive semidefinite for every $v$ and every $m$. After the rewrite to Gram form, `hankel_posSemidef` calls the Mathlib lemma for any product $K^\dagger K$, which supplies both properties.

```lean
/-- For Hermitian `A` the Hankel matrix of moments is positive semidefinite. -/
theorem hankel_posSemidef {A : Matrix n n 𝕜} (hA : A.IsHermitian) (v : n → 𝕜) (m : ℕ) :
    (hankelMatrix A v m).PosSemidef := by
  rw [hankel_eq_gram hA]
  exact Matrix.posSemidef_conjTranspose_mul_self _
```

Without Hermiticity $(A^i)^\dagger A^j$ need not equal $A^{i+j}$, and $H$ need not be the Gram matrix. The rotation by a quarter turn has $A^2 = -1$, so $H_{11} = \mu_2 = -\|v\|^2$, whereas $\|Av\|^2 = \|v\|^2$. The theorem `quarterTurn_hankel_not_posSemidef` records this failure for one unit vector.

## The condition that the Krylov vectors are independent

Linear independence of $v, \dots, A^{m-1}v$ means that the Krylov space of order $m$ has dimension $m$: each application of $A$ up to that order produces a new direction. It fails for $m \ge 1$ if $v = 0$, and for $m \ge 2$ if $v$ is an eigenvector. In the formal statements it is `LinearIndependent 𝕜 (fun j : Fin m => krylovVec A v (j : ℕ))` and stands on one side of an equivalence, so the theorem also says what happens without it: $H$ is not definite, while by `hankel_posSemidef` it stays semidefinite.

By hand, write $w(c) = \sum_j c_j A^j v$, so that $c^\dagger H c = \|w(c)\|^2$. Suppose $H$ is definite and $w(g) = 0$. If $g \neq 0$ then $0 < g^\dagger H g = \|w(g)\|^2 = 0$, which is false, so $g = 0$ and the vectors are independent. Suppose instead that they are independent and $x \neq 0$. Then $\|w(x)\|^2 \ge 0$, and equality would give $w(x) = 0$, hence $x = 0$. So $x^\dagger H x > 0$.

The proof of `hankel_posDef_iff` first rewrites both sides into these forms: definiteness as Hermiticity plus positivity of $x^\dagger H x$, independence as the vanishing of all coefficients of a vanishing combination. In the first branch independence is the goal; `hpos` is the strict inequality for $g \ne 0$, and rewriting it with `hankel_quadratic_form` and `hs` leaves $0 < 0$. In the second branch independence is the assumption `h`. Hermiticity of $H$ is taken from `hankel_posSemidef`, `lt_of_le_of_ne` splits positivity into nonnegativity and nonvanishing, `dotProduct_star_self_eq_zero` gives $w(x) = 0$, and `h x hz` concludes $x = 0$.

```lean
/-- For Hermitian `A` the `m × m` Hankel matrix of moments is positive definite exactly
when `v, A v, ..., A^(m-1) v` are linearly independent. -/
theorem hankel_posDef_iff {A : Matrix n n 𝕜} (hA : A.IsHermitian) (v : n → 𝕜) (m : ℕ) :
    (hankelMatrix A v m).PosDef ↔
      LinearIndependent 𝕜 (fun j : Fin m => krylovVec A v (j : ℕ)) := by
  rw [Matrix.posDef_iff_dotProduct_mulVec, Fintype.linearIndependent_iff]
  constructor
  · -- a vanishing nontrivial combination would give `c† H c = 0`
    intro h g hg
    have hs : ∑ j : Fin m, g j • krylovVec A v (j : ℕ) = 0 := hg
    by_contra hne
    have hg0 : g ≠ 0 := fun h0 => hne fun i => congrFun h0 i
    have hpos : 0 < star g ⬝ᵥ (hankelMatrix A v m *ᵥ g) := by
      exact h.2 hg0
    rw [hankel_quadratic_form hA, hs, dotProduct_zero] at hpos
    exact lt_irrefl _ hpos
  · -- a vector of zero norm vanishes, so its coefficients vanish
    intro h
    refine ⟨(hankel_posSemidef hA v m).1, ?_⟩
    intro x hx
    rw [hankel_quadratic_form hA]
    refine lt_of_le_of_ne (dotProduct_star_self_nonneg _) ?_
    intro h0
    have hz := dotProduct_star_self_eq_zero.mp h0.symm
    exact hx (funext (h x hz))
```

The same condition governs the determinant. If $\det H \neq 0$ and $w(g) = 0$, then $Hg = K^\dagger (Kg) = K^\dagger w(g) = 0$, and a matrix with nonzero determinant has trivial kernel, so $g = 0$. Conversely, independence makes $H$ positive definite, and a positive definite matrix has positive determinant. In `hankel_det_ne_zero_iff` the step `hz` is $Hg = 0$, `Matrix.eq_zero_of_mulVec_eq_zero` is the kernel argument, and `det_pos` closes the converse.

```lean
/-- For Hermitian `A` the `m × m` Hankel determinant is nonzero exactly when
`v, A v, ..., A^(m-1) v` are linearly independent. -/
theorem hankel_det_ne_zero_iff {A : Matrix n n 𝕜} (hA : A.IsHermitian) (v : n → 𝕜) (m : ℕ) :
    (hankelMatrix A v m).det ≠ 0 ↔
      LinearIndependent 𝕜 (fun j : Fin m => krylovVec A v (j : ℕ)) := by
  constructor
  · intro hd
    rw [Fintype.linearIndependent_iff]
    intro g hg
    have hs : ∑ j : Fin m, g j • krylovVec A v (j : ℕ) = 0 := hg
    -- a relation among Krylov vectors lies in the kernel of `H = K† K`
    have hz : hankelMatrix A v m *ᵥ g = 0 := by
      rw [hankel_eq_gram hA, ← Matrix.mulVec_mulVec, krylovMatrix_mulVec A v m g, hs,
        Matrix.mulVec_zero]
    exact congrFun (Matrix.eq_zero_of_mulVec_eq_zero hd hz)
  · intro h
    exact ((hankel_posDef_iff hA v m).mpr h).det_pos.ne'
```

Both equivalences depend on Hermiticity, as a hand computation that has no Lean counterpart here shows. For $A = \begin{pmatrix} 0 & 0 \\ 1 & 0\end{pmatrix}$ and $v = (1,0)$ the vectors $v$ and $Av = (0,1)$ are independent, but $\mu_0 = 1$ and $\mu_1 = \mu_2 = 0$, so the $2 \times 2$ Hankel matrix is singular and not definite.

## The hypothesis that $m$ exceeds the dimension

The hypothesis `hm : Fintype.card n < m` says that there are more Krylov vectors than basis states. By hand, more than $N$ vectors in a space of dimension $N$ are dependent, so by the equivalence $H$ is not definite. In the proof of `hankel_not_posDef_of_card_lt`, definiteness is assumed, `hankel_posDef_iff` gives independence, and `fintype_card_le_finrank` bounds the number $m$ of vectors by the dimension, which is the number of labels in `n`. The hypothesis enters only in the last line, where `omega` finds $m \le N$ and $N < m$ contradictory.

```lean
/-- For Hermitian `A` the `m × m` Hankel matrix is not positive definite once `m` exceeds
the dimension of the space. -/
theorem hankel_not_posDef_of_card_lt {A : Matrix n n 𝕜} (hA : A.IsHermitian) (v : n → 𝕜)
    {m : ℕ} (hm : Fintype.card n < m) : ¬ (hankelMatrix A v m).PosDef := by
  intro h
  have hle := ((hankel_posDef_iff hA v m).mp h).fintype_card_le_finrank
  rw [Fintype.card_fin, Module.finrank_fintype_fun_eq_card] at hle
  omega
```

The inequality must be strict: `dimer_hankel_witness` has $m = N = 2$ with $H$ definite. On the other side, $m \le N$ does not secure definiteness, since an eigenvector $v$ makes $v$ and $Av$ dependent.

## The hypothesis that $A - a\,1$ is positive semidefinite

The hypothesis `ha` says $\langle x, (A - a) x\rangle \ge 0$ for all $x$, so $a$ is a lower bound on the energy of every normalised state. Here `a` is a number, not the basis label of $K_{aj}$. It is typed as an element of `𝕜`, but `ha` includes Hermiticity of $A - a\,1$, which together with `hA` leaves only real $a$ when `n` is nonempty.

By hand, the overlap identity with $j+1$ in place of $j$ gives
$$H'_{ij} = \mu_{i+j+1} = \langle A^i v, A^{j+1} v\rangle = \langle A^i v, A\,A^j v\rangle = (K^\dagger A K)_{ij}.$$
Therefore $H' - aH = K^\dagger A K - a K^\dagger K = K^\dagger (A - a\,1) K$, and the hypothesis is used once, on the vector $Kc$:
$$c^\dagger (H' - aH)\, c = (Kc)^\dagger (A - a\,1)(Kc) \ge 0 .$$
In `shiftedHankel_sub_posSemidef`, `h1` is $H' = K^\dagger A K$, with `hs` supplying $A^{j+1} v = A (A^j v)$, and `h2` is the factorisation. Neither uses `ha`. It appears in the last line, where `conjTranspose_mul_mul_same` carries semidefiniteness from a matrix $M$ to $K^\dagger M K$. No independence is required.

```lean
/-- If `A` is Hermitian and `A - a 1` is positive semidefinite, then the shifted Hankel
matrix minus `a` times the Hankel matrix is positive semidefinite. -/
theorem shiftedHankel_sub_posSemidef {A : Matrix n n 𝕜} (hA : A.IsHermitian) (a : 𝕜)
    (ha : (A - a • (1 : Matrix n n 𝕜)).PosSemidef) (v : n → 𝕜) (m : ℕ) :
    (shiftedHankelMatrix A v m - a • hankelMatrix A v m).PosSemidef := by
  -- the shifted Hankel matrix is `K† A K`
  have h1 : shiftedHankelMatrix A v m = (krylovMatrix A v m)ᴴ * A * krylovMatrix A v m := by
    rw [Matrix.mul_assoc]
    ext i j
    have h := krylov_inner hA v (i : ℕ) ((j : ℕ) + 1)
    have hs : krylovVec A v ((j : ℕ) + 1) = A *ᵥ krylovVec A v (j : ℕ) := by
      unfold krylovVec
      rw [Matrix.mulVec_mulVec, ← pow_succ']
    rw [hs, ← add_assoc] at h
    simp only [dotProduct, Pi.star_apply, Matrix.mulVec] at h
    simp only [shiftedHankelMatrix, krylovMatrix, Matrix.of_apply, Matrix.mul_apply,
      Matrix.conjTranspose_apply]
    exact h.symm
  have h2 : shiftedHankelMatrix A v m - a • hankelMatrix A v m =
      (krylovMatrix A v m)ᴴ * (A - a • (1 : Matrix n n 𝕜)) * krylovMatrix A v m := by
    rw [h1, hankel_eq_gram hA, Matrix.mul_sub, Matrix.sub_mul, Matrix.mul_smul,
      Matrix.mul_one, Matrix.smul_mul]
  rw [h2]
  exact ha.conjTranspose_mul_mul_same _
```

Read physically, $c^\dagger H' c \ge a\, c^\dagger H c$ says that the energy $c^\dagger H' c / c^\dagger H c$ of a nonzero trial vector $Kc$ from the Krylov space is at least $a$; the theorem states the matrix inequality and does not mention eigenvalues. It is an implication in one direction. If `ha` is dropped, the conclusion can fail already at $m = 1$, where it reads $\mu_1 - a\mu_0 \ge 0$. A check by hand, left unformalised: the two-site hopping matrix with $v = (1,-1)$ and $a = 0$ has $\mu_1 = -2$.

## The real symmetric hypothesis

For real matrices complex conjugation does nothing, so $A^T = A$ is the same as $A^\dagger = A$ and $\langle v, A^{i+j} v\rangle = v \cdot A^{i+j} v$. This is the case of a tight-binding Hamiltonian with real hoppings. The theorem `real_symmetric_hankel` uses none of the definitions above in its statement: for `hA : A.IsSymm`, any real $v$ and any $m$, the matrix with entries $v \cdot A^{i+j} v$ is positive semidefinite, and it is positive definite exactly when $v, Av, \dots, A^{m-1}v$ are linearly independent over $\mathbb{R}$. The proof uses symmetry only in `hH`, which converts it to Hermiticity; `he` identifies the written-out matrix with `hankelMatrix`, and the two general theorems give the two halves.

```lean
/-- For real symmetric `A` the `m × m` matrix with entries `v · A^(i+j) v` is positive
semidefinite, and it is positive definite exactly when `v, A v, ..., A^(m-1) v` are
linearly independent. -/
theorem real_symmetric_hankel {A : Matrix n n ℝ} (hA : A.IsSymm) (v : n → ℝ) (m : ℕ) :
    (Matrix.of fun i j : Fin m => v ⬝ᵥ ((A ^ ((i : ℕ) + (j : ℕ))) *ᵥ v)).PosSemidef ∧
    ((Matrix.of fun i j : Fin m => v ⬝ᵥ ((A ^ ((i : ℕ) + (j : ℕ))) *ᵥ v)).PosDef ↔
      LinearIndependent ℝ (fun j : Fin m => (A ^ (j : ℕ)) *ᵥ v)) := by
  have hH : A.IsHermitian := by
    exact Matrix.IsHermitian.ext fun i j => by simpa using hA.apply i j
  have he : (Matrix.of fun i j : Fin m => v ⬝ᵥ ((A ^ ((i : ℕ) + (j : ℕ))) *ᵥ v)) =
      hankelMatrix A v m := by
    ext i j
    rfl
  rw [he]
  exact ⟨hankel_posSemidef hH v m, hankel_posDef_iff hH v m⟩
```

## Two matrices on two sites

The hopping matrix `dimer` is symmetric, the rotation `quarterTurn` differs from it by one sign and is not, and `firstSite` is the starting vector $e = (1,0)$ for both.

```lean
/-- The two-site hopping matrix with unit hopping. -/
def dimer : Matrix (Fin 2) (Fin 2) ℝ := !![0, 1; 1, 0]

/-- The rotation of the plane by a quarter turn. -/
def quarterTurn : Matrix (Fin 2) (Fin 2) ℝ := !![0, -1; 1, 0]

/-- The unit vector on the first of two sites. -/
def firstSite : Fin 2 → ℝ := ![1, 0]
```

For the rotation, $Ae = (0,1)$ and $A^2 e = (-1,0)$, so $\mu_2 = -1$. With $c = (0,1)$ the quadratic form is $c^\dagger H c = H_{11} = \mu_2 = -1 < 0$. The proof assumes semidefiniteness, computes `m2`, shows in `hq` that the form at $(0,1)$ equals $\mu_2$, and takes from the assumption the inequality `hx`, which becomes $0 \le -1$. Symmetry therefore cannot be removed from the semidefiniteness theorem without some replacement.

```lean
/-- For the quarter-turn rotation and the first unit vector, the `2 × 2` Hankel matrix of
moments is not positive semidefinite. -/
theorem quarterTurn_hankel_not_posSemidef :
    ¬ (hankelMatrix quarterTurn firstSite 2).PosSemidef := by
  intro h
  -- the second moment is negative
  have m2 : moment quarterTurn firstSite 2 = -1 := by
    rw [moment, pow_two, ← Matrix.mulVec_mulVec]
    first
      | (simp [quarterTurn, firstSite, Matrix.mulVec, dotProduct, Fin.sum_univ_two]; done)
      | (simp only [Matrix.mulVec, dotProduct, Fin.sum_univ_two, Pi.star_apply]
         simp [quarterTurn, firstSite])
  have hq : star (![0, 1] : Fin 2 → ℝ) ⬝ᵥ (hankelMatrix quarterTurn firstSite 2 *ᵥ ![0, 1]) =
      moment quarterTurn firstSite 2 := by
    simp only [Matrix.mulVec, dotProduct, Fin.sum_univ_two, hankelMatrix, Matrix.of_apply,
      Pi.star_apply]
    simp
  have hx : 0 ≤ star (![0, 1] : Fin 2 → ℝ) ⬝ᵥ
      (hankelMatrix quarterTurn firstSite 2 *ᵥ ![0, 1]) := by
    first
      | exact h.dotProduct_mulVec_nonneg _
      | exact h.dotProduct_mulVec_nonneg
  rw [hq, m2] at hx
  have h' : (0 : ℝ) ≤ -1 := hx
  linarith
```

For the hopping matrix, $Ae = (0,1)$ and $A^2 e = e$, so $\mu_0 = 1$, $\mu_1 = 0$, $\mu_2 = 1$, and the $2 \times 2$ Hankel matrix is the identity, which is definite. At $m = 3$ the third Krylov vector repeats the first. The theorem `dimer_hankel_witness` states four things: the matrix is Hermitian, $H = 1$ at $m = 2$, this $H$ is definite, and $H$ at $m = 3$ is not. The proof computes `m0`, `m1` and `m2`, fills the four entries in `h1`, and gets the last claim from `hankel_not_posDef_of_card_lt` with $2 < 3$, without computing higher moments. One Hermitian matrix and one starting vector thus give a definite Hankel matrix at one size and a non-definite one at the next.

```lean
/-- The two-site hopping matrix is Hermitian; started on the first site, its `2 × 2` Hankel
matrix is the identity and positive definite, and its `3 × 3` Hankel matrix is not
positive definite. -/
theorem dimer_hankel_witness :
    dimer.IsHermitian ∧ hankelMatrix dimer firstSite 2 = 1 ∧
      (hankelMatrix dimer firstSite 2).PosDef ∧ ¬ (hankelMatrix dimer firstSite 3).PosDef := by
  have hH : dimer.IsHermitian := by
    show dimerᴴ = dimer
    ext i j
    fin_cases i <;> fin_cases j <;> simp [dimer]
  have m0 : moment dimer firstSite 0 = 1 := by
    simp [moment, firstSite, dotProduct, Fin.sum_univ_two]
  have m1 : moment dimer firstSite 1 = 0 := by
    rw [moment, pow_one]
    first
      | (simp [dimer, firstSite, Matrix.mulVec, dotProduct, Fin.sum_univ_two]; done)
      | (simp only [Matrix.mulVec, dotProduct, Fin.sum_univ_two, Pi.star_apply]
         simp [dimer, firstSite])
  have m2 : moment dimer firstSite 2 = 1 := by
    rw [moment, pow_two, ← Matrix.mulVec_mulVec]
    first
      | (simp [dimer, firstSite, Matrix.mulVec, dotProduct, Fin.sum_univ_two]; done)
      | (simp only [Matrix.mulVec, dotProduct, Fin.sum_univ_two, Pi.star_apply]
         simp [dimer, firstSite])
  have h1 : hankelMatrix dimer firstSite 2 = 1 := by
    ext i j
    fin_cases i <;> fin_cases j <;> simp [hankelMatrix, m0, m1, m2]
  refine ⟨hH, h1, ?_, hankel_not_posDef_of_card_lt hH firstSite (by simp)⟩
  rw [h1]
  exact Matrix.PosDef.one

end

end KrylovMoments
```

```lean
#print axioms KrylovMoments.hankel_det_ne_zero_iff
#print axioms KrylovMoments.shiftedHankel_sub_posSemidef
#print axioms KrylovMoments.real_symmetric_hankel
#print axioms KrylovMoments.quarterTurn_hankel_not_posSemidef
```

```
'KrylovMoments.hankel_det_ne_zero_iff' depends on axioms: [propext, Classical.choice, Quot.sound]
'KrylovMoments.shiftedHankel_sub_posSemidef' depends on axioms: [propext, Classical.choice, Quot.sound]
'KrylovMoments.real_symmetric_hankel' depends on axioms: [propext, Classical.choice, Quot.sound]
'KrylovMoments.quarterTurn_hankel_not_posSemidef' depends on axioms: [propext, Classical.choice, Quot.sound]
```
